# In a quartic model, projection after variation has a kink at the onset of symmetry breaking and variation after projection has none

When a bond is stretched or an interaction strengthened, the lowest mean-field solution may give up a symmetry of the Hamiltonian. Projecting the broken-symmetry state back onto the right quantum number restores the symmetry and usually lowers the energy. One can optimise the mean-field state first and project the result, or optimise the projected energy itself. Does the resulting energy curve stay smooth where the symmetry breaks? When the curve is followed along a bond length, a kink is a jump in the force.

Consider a model with one real order parameter $x$, zero in the symmetric state, and a control parameter $r$, measured from the onset of breaking and therefore of either sign. The mean-field energy and the projected energy are

$$E(x,r)=-a r x^2+b x^4,\qquad P(x,r)=E(x,r)-c x^2 .$$

Here $P$ is an energy, not a projection operator, and both energies are measured from that of the symmetric state at the same $r$. The constant $a$ sets how fast the symmetric state loses stability, $b$ is the stiffness that limits the breaking, and $c$ is the correlation energy gained by projection per unit of $x^2$. For $a,b,c>0$, $P$ at the minimizers of $E$ has left-hand slope $0$ and right-hand slope $-ac/(2b)$ at the point $r=0$, while the minimum of $P$ over $x$ is continuously differentiable in $r$.

```lean
import Mathlib

open Set

namespace SymmetryProjectionKink

noncomputable section

/-- Mean-field energy as a function of the symmetry-breaking order parameter `x`,
at control parameter `r`. -/
def meanField (a b r x : ℝ) : ℝ := -a * r * x ^ 2 + b * x ^ 4

/-- Model projected energy: the mean-field energy minus the correlation energy `c x²`. -/
def projected (a b c r x : ℝ) : ℝ := meanField a b r x - c * x ^ 2
```

All quantities are real numbers, and the two energies are explicit functions. There is no wavefunction, symmetry group or projection operator in the model. For a real molecule or nucleus, the hypotheses leave open whether its mean-field energy has the quartic form $E$ and its projected energy the form $E-cx^2$ with constant $c$.

## Positive $b$: the broken state has a finite size

Physically, $b>0$ means that the energy rises again at large $x$. Both energies have the form $-s x^2+b x^4$, with $s=ar$ for $E$ and $s=ar+c$ for $P$, so one minimisation serves for both. Put $t=x^2\ge 0$, $M=\max(s,0)$ and $m=M/(2b)$. Since $2bm=M$,

$$-st+bt^2=b(t-m)^2+(M-s)t-bm^2 .$$

The first two terms are non-negative, and both vanish at $t=m$ because $m(M-s)=0$. As $b>0$, the first is positive for every other $t$. So $x$ is a minimizer exactly when $x^2=M/(2b)$, and the minimum is $-bm^2=-M^2/(4b)$.

Without $b>0$, and with $a>0$ kept, $E$ has no minimum for $r>0$: it falls without limit as $x$ grows.

The Lean notion of a minimizer is global, over all real $x$:

```lean
/-- The order parameter `x` is a global minimizer of the energy curve `f`. -/
def IsMinimizer (f : ℝ → ℝ) (x : ℝ) : Prop := ∀ y, f x ≤ f y

/-- For `b > 0`, the quartic energy `-s x² + b x⁴` is minimal exactly where
`x² = max(s, 0) / (2b)`. -/
theorem quartic_minimizer_iff {b : ℝ} (hb : 0 < b) (s x : ℝ) :
    (∀ y : ℝ, -s * x ^ 2 + b * x ^ 4 ≤ -s * y ^ 2 + b * y ^ 4) ↔
      x ^ 2 = max s 0 / (2 * b) := by
  have e2 : max s 0 * (max s 0 - s) = 0 := by
    rcases le_total s 0 with h | h <;> simp [h]
  have hM0 : 0 ≤ max s 0 := le_max_right _ _
  have hMs : 0 ≤ max s 0 - s := sub_nonneg.2 (le_max_left _ _)
  generalize max s 0 = M at *
  obtain ⟨m, hm⟩ : ∃ m, m = M / (2 * b) := ⟨_, rfl⟩
  have hm0 : 0 ≤ m := by rw [hm]; positivity
  have e : 2 * b * m = M := by rw [hm]; field_simp
  have e3 : m * (M - s) = 0 := by rw [hm, div_mul_eq_mul_div, e2, zero_div]
  -- completing the square in t = x²
  have key : ∀ t : ℝ, -s * t + b * t ^ 2 = b * (t - m) ^ 2 + (M - s) * t - b * m ^ 2 := by
    intro t
    linear_combination t * e
  have k2 := key m
  rw [← hm]
  constructor
  · intro h
    obtain ⟨y, hy⟩ : ∃ y : ℝ, y ^ 2 = m := ⟨√m, Real.sq_sqrt hm0⟩
    have hy4 : y ^ 4 = m ^ 2 := by rw [← hy]; ring
    have h1 := h y
    rw [hy, hy4] at h1
    have k1 := key (x ^ 2)
    have h2 : b * (x ^ 2 - m) ^ 2 ≤ 0 := by
      nlinarith [mul_nonneg hMs (sq_nonneg x)]
    by_contra hne
    have hd : x ^ 2 - m ≠ 0 := sub_ne_zero.2 hne
    have h3 : 0 < b * (x ^ 2 - m) ^ 2 :=
      mul_pos hb (lt_of_le_of_ne (sq_nonneg _) (Ne.symm (pow_ne_zero 2 hd)))
    linarith
  · intro hx y
    have hx4 : x ^ 4 = m ^ 2 := by rw [← hx]; ring
    have k1 := key (y ^ 2)
    rw [hx, hx4]
    nlinarith [mul_nonneg hMs (sq_nonneg y), mul_nonneg hb.le (sq_nonneg (y ^ 2 - m))]
```

The identity `key` is the completed square. In the forward direction, the proof compares $x$ with a $y$ satisfying $y^2=m$, which forces $b(x^2-m)^2\le 0$; `hb` then excludes $x^2\ne m$. In the other direction, `nlinarith` adds the two non-negative terms.

## The states are global minimizers at every $r$

The main theorem takes functions `x` and `y` of $r$ and assumes in `hx` and `hy` that `x r` minimizes $E$ and `y r` minimizes $P$. Physically, each optimisation has found its lowest solution. No continuity is assumed: the sign of the order parameter may be chosen afresh at each $r$, since only $x^2$ enters the energies.

Putting in the two values of $s$ gives

$$x^2=\frac{\max(ar,0)}{2b}\ \text{ for } E,\qquad y^2=\frac{\max(ar+c,0)}{2b}\ \text{ for } P .$$

```lean
/-- For `b > 0`, the minimizers of the mean-field energy are the `x` with
`x² = max(a r, 0) / (2b)`. -/
theorem meanField_minimizer_iff {b : ℝ} (hb : 0 < b) (a r x : ℝ) :
    IsMinimizer (meanField a b r) x ↔ x ^ 2 = max (a * r) 0 / (2 * b) := by
  have hE : ∀ z, meanField a b r z = -(a * r) * z ^ 2 + b * z ^ 4 := by
    intro z; unfold meanField; ring
  simp only [IsMinimizer, hE]
  exact quartic_minimizer_iff hb (a * r) x

/-- For `b > 0`, the minimizers of the projected energy are the `x` with
`x² = max(a r + c, 0) / (2b)`. -/
theorem projected_minimizer_iff {b : ℝ} (hb : 0 < b) (a c r x : ℝ) :
    IsMinimizer (projected a b c r) x ↔ x ^ 2 = max (a * r + c) 0 / (2 * b) := by
  have hE : ∀ z, projected a b c r z = -(a * r + c) * z ^ 2 + b * z ^ 4 := by
    intro z; unfold projected meanField; ring
  simp only [IsMinimizer, hE]
  exact quartic_minimizer_iff hb (a * r + c) x
```

Such minimizers exist at every $r$; the non-negative square roots are explicit ones:

```lean
/-- For `b > 0`, explicit minimizers of the mean-field energy and of the projected energy. -/
theorem minimizers_witness {b : ℝ} (hb : 0 < b) (a c r : ℝ) :
    IsMinimizer (meanField a b r) (√(max (a * r) 0 / (2 * b))) ∧
      IsMinimizer (projected a b c r) (√(max (a * r + c) 0 / (2 * b))) :=
  ⟨(meanField_minimizer_iff hb a r _).2
      (Real.sq_sqrt (div_nonneg (le_max_right _ _) (by positivity))),
    (projected_minimizer_iff hb a c r _).2
      (Real.sq_sqrt (div_nonneg (le_max_right _ _) (by positivity)))⟩
```

The energies follow by substitution. At a minimizer of $E$, the projected energy is the minimum of $E$ less $cx^2$; at a minimizer of $P$, it is the minimum of the quartic with $s=ar+c$:

$$P(x,r)=-\frac{\max(ar,0)^2}{4b}-\frac{c\,\max(ar,0)}{2b},\qquad P(y,r)=-\frac{\max(ar+c,0)^2}{4b}.$$

```lean
/-- For `b > 0`, the quartic energy `-s x² + b x⁴` equals `-max(s, 0)² / (4b)` wherever
`x² = max(s, 0) / (2b)`. -/
theorem quartic_min_value {b s x : ℝ} (hb : 0 < b) (hx : x ^ 2 = max s 0 / (2 * b)) :
    -s * x ^ 2 + b * x ^ 4 = -(max s 0) ^ 2 / (4 * b) := by
  have e2 : max s 0 * (max s 0 - s) = 0 := by
    rcases le_total s 0 with h | h <;> simp [h]
  rw [eq_div_iff (by positivity)] at hx
  rw [eq_div_iff (by positivity)]
  linear_combination (-2 * s + 2 * b * x ^ 2 + max s 0) * hx + 2 * e2

/-- Projection after variation: for `b > 0`, the projected energy at a minimizer of the
mean-field energy. -/
theorem projection_after_variation {a b c r x : ℝ} (hb : 0 < b)
    (hx : IsMinimizer (meanField a b r) x) :
    projected a b c r x =
      -(max (a * r) 0) ^ 2 / (4 * b) - c * (max (a * r) 0 / (2 * b)) := by
  have h := (meanField_minimizer_iff hb a r x).1 hx
  rw [← quartic_min_value hb h, ← h]
  unfold projected meanField
  ring

/-- Variation after projection: for `b > 0`, the minimum of the projected energy. -/
theorem variation_after_projection {a b c r y : ℝ} (hb : 0 < b)
    (hy : IsMinimizer (projected a b c r) y) :
    projected a b c r y = -(max (a * r + c) 0) ^ 2 / (4 * b) := by
  rw [← quartic_min_value hb ((projected_minimizer_iff hb a c r y).1 hy)]
  unfold projected meanField
  ring
```

The first of these lemmas clears the denominators and uses $M(M-s)=0$; the other two use the minimizer hypotheses to replace $x^2$ and $y^2$.

If `x r` were only a stationary point, it could remain at $x=0$ for $r>0$, as when a calculation is held on the symmetric solution. The projected energy would then be zero for all $r$, with no kink.

## Positive $a$: breaking begins at $r=0$ and continues to the right

With $a>0$, the symmetric state minimizes $E$ for $r\le 0$, and the broken states do so for $r>0$. The projected energy after variation is therefore

$$P(x,r)=0\quad(r\le 0),\qquad P(x,r)=-\frac{a^2}{4b}r^2-\frac{ac}{2b}r\quad(r\ge 0).$$

Differentiating each branch at $r=0$ gives the slopes $0$ and $-ac/(2b)$. In the main theorem below, `ha` fixes the sign of $ar$ on each side, in the steps `hl` and `hr`.

With $a=0$ the symmetry never breaks and the kink is absent. The kink itself thus needs $a\neq 0$; a negative $a$ would put the broken side at $r<0$.

## Positive $c$: projection gains energy from the broken state

The minimum of $E$ starts quadratically in $r$ and has no kink. The gain $cx^2$ starts linearly, because $x^2=ar/(2b)$ on the broken side, and this term makes the slope jump. In the proof, `hc` enters with `ha` and `hb` to show $ac/(2b)>0$, so that the two slopes differ.

With $c=0$ projection changes nothing, and both slopes are zero. For the kink, $c\ne 0$ is what matters; the positive sign says that projection lowers the energy.

## Differentiating through the onset

When $P$ itself is varied, the energy is a constant times the square of a positive part. Let $u_+=\max(u,0)$. Its square has derivative $2u_+$, because

$$\left|v_+^2-u_+^2-2u_+(v-u)\right|\le (v-u)^2 .$$

If $u,v\ge 0$, the left side equals $(v-u)^2$; if both are $\le 0$, it is zero. If $u\le 0\le v$, it is $v^2\le(v-u)^2$. If $v\le 0\le u$, it is $u^2-2uv\le(v-u)^2$. Dividing by $|v-u|$ and letting $v\to u$ gives the derivative.

```lean
/-- The square of the positive part of `u` has derivative twice the positive part. -/
theorem hasDerivAt_sq_posPart (u : ℝ) :
    HasDerivAt (fun v : ℝ => (max v 0) ^ 2) (2 * max u 0) u := by
  -- the remainder of the linear approximation is at most quadratic
  have bound : ∀ v : ℝ,
      |(max v 0) ^ 2 - (max u 0) ^ 2 - (v - u) * (2 * max u 0)| ≤ |v - u| * |v - u| := by
    intro v
    rw [abs_mul_abs_self, abs_le]
    rcases le_total 0 u with hu | hu <;> rcases le_total 0 v with hv | hv <;>
      simp only [max_eq_left, max_eq_right, hu, hv] <;> constructor <;>
      nlinarith [sq_nonneg (v - u), sq_nonneg u, sq_nonneg v]
  rw [hasDerivAt_iff_isLittleO, Asymptotics.isLittleO_iff]
  intro ε hε
  filter_upwards [Metric.ball_mem_nhds u hε] with v hv
  rw [Metric.mem_ball, Real.dist_eq] at hv
  simp only [smul_eq_mul, Real.norm_eq_abs]
  exact (bound v).trans (mul_le_mul_of_nonneg_right hv.le (abs_nonneg _))
```

The lemma proves this bound in the same four cases and then uses it for $|v-u|<\varepsilon$. The chain rule with $u=ar+c$ gives

$$\frac{d}{dr}P(y(r),r)=-\frac{a}{2b}\max(ar+c,0),$$

which is continuous in $r$. This part needs no sign of $a$ or $c$.

```lean
/-- For `a, b, c > 0`, projection after variation gives an energy whose left and right derivatives
at `r = 0` are `0` and `-ac/(2b)`, hence a kink, while variation after projection gives an energy
that is continuously differentiable in `r`. -/
theorem kink_and_its_removal {a b c : ℝ} (ha : 0 < a) (hb : 0 < b) (hc : 0 < c)
    {x y : ℝ → ℝ} (hx : ∀ r, IsMinimizer (meanField a b r) (x r))
    (hy : ∀ r, IsMinimizer (projected a b c r) (y r)) :
    HasDerivWithinAt (fun r => projected a b c r (x r)) 0 (Iic 0) 0 ∧
    HasDerivWithinAt (fun r => projected a b c r (x r)) (-(a * c / (2 * b))) (Ici 0) 0 ∧
    ¬ DifferentiableAt ℝ (fun r => projected a b c r (x r)) 0 ∧
    ContDiff ℝ 1 (fun r => projected a b c r (y r)) := by
  -- symmetric side: the energy vanishes
  have hl : ∀ r ∈ Iic (0 : ℝ), projected a b c r (x r) = 0 := by
    intro r hr
    have h : a * r ≤ 0 := mul_nonpos_of_nonneg_of_nonpos ha.le hr
    rw [projection_after_variation hb (hx r), max_eq_right h]
    ring
  -- broken-symmetry side: the energy is a quadratic polynomial in r
  have hr : ∀ r ∈ Ici (0 : ℝ), projected a b c r (x r) =
      -(a ^ 2 / (4 * b)) * r ^ 2 + -(a * c / (2 * b)) * r := by
    intro r hr
    have h : 0 ≤ a * r := mul_nonneg ha.le hr
    rw [projection_after_variation hb (hx r), max_eq_left h]
    ring
  have left : HasDerivWithinAt (fun r => projected a b c r (x r)) 0 (Iic 0) 0 :=
    (hasDerivAt_const (0 : ℝ) (0 : ℝ)).hasDerivWithinAt.congr hl (hl 0 (mem_Iic.2 le_rfl))
  have right : HasDerivWithinAt (fun r => projected a b c r (x r))
      (-(a * c / (2 * b))) (Ici 0) 0 := by
    have h : HasDerivAt (fun r : ℝ => -(a ^ 2 / (4 * b)) * r ^ 2 + -(a * c / (2 * b)) * r)
        (-(a * c / (2 * b))) 0 :=
      (((hasDerivAt_pow 2 (0 : ℝ)).const_mul (-(a ^ 2 / (4 * b)))).fun_add
        ((hasDerivAt_id' (0 : ℝ)).const_mul (-(a * c / (2 * b))))).congr_deriv (by simp)
    exact h.hasDerivWithinAt.congr hr (hr 0 (mem_Ici.2 le_rfl))
  refine ⟨left, right, ?_, ?_⟩
  · intro hd
    have h1 := UniqueDiffWithinAt.eq_deriv _ (uniqueDiffOn_Iic (0 : ℝ) 0 (mem_Iic.2 le_rfl))
      hd.hasDerivAt.hasDerivWithinAt left
    have h2 := UniqueDiffWithinAt.eq_deriv _ (uniqueDiffOn_Ici (0 : ℝ) 0 (mem_Ici.2 le_rfl))
      hd.hasDerivAt.hasDerivWithinAt right
    have h3 : 0 < a * c / (2 * b) := by positivity
    linarith
  · have hE : (fun r => projected a b c r (y r)) =
        fun r => -(1 / (4 * b)) * (max (a * r + c) 0) ^ 2 := by
      funext r
      rw [variation_after_projection hb (hy r)]
      ring
    have hD : ∀ r, HasDerivAt (fun r => -(1 / (4 * b)) * (max (a * r + c) 0) ^ 2)
        (-(a / (2 * b) * max (a * r + c) 0)) r := by
      intro r
      have hlin : HasDerivAt (fun r : ℝ => a * r + c) a r :=
        (((hasDerivAt_id' r).const_mul a).add_const c).congr_deriv (mul_one a)
      exact (((hasDerivAt_sq_posPart (a * r + c)).comp r hlin).const_mul
        (-(1 / (4 * b)))).congr_deriv (by ring)
    have hlc : Continuous (fun r : ℝ => a * r + c) := by fun_prop
    rw [hE, contDiff_one_iff_deriv]
    refine ⟨fun r => (hD r).differentiableAt, ?_⟩
    rw [funext fun r => (hD r).deriv]
    exact (continuous_const.mul (hlc.max continuous_const)).neg
```

The conclusion has four parts. The first two are the one-sided derivatives: `Iic 0` restricts $r$ to $r\le 0$ and `Ici 0` to $r\ge 0$; the argument after the function is the slope, and the final `0` is the point. The third says that the curve is not differentiable at $r=0$. The fourth, `ContDiff ℝ 1`, says that the other curve is continuously differentiable on the whole real line.

In the proof, `left` and `right` differentiate the two branches. If a two-sided derivative existed, uniqueness of one-sided derivatives would make it equal to both slopes, which contradicts $ac/(2b)>0$. For the last part, `hE` inserts the closed form, `hD` is the chain rule, and continuity of the maximum finishes the argument.

In this model, with $a,b,c>0$, the smoothness stops at first order: varying $P$ moves the onset to $r=-c/a$, where the second derivative jumps from $0$ to $-a^2/(2b)$.

## The energy difference for $r\ge 0$

At and beyond the mean-field onset, both maxima are attained by their first arguments, and subtraction gives

$$P(x,r)-P(y,r)=\frac{(ar+c)^2-(ar)^2-2acr}{4b}=\frac{c^2}{4b}.$$

```lean
/-- For `a, b, c > 0` and `r ≥ 0`, projection after variation lies above variation after
projection by exactly `c²/(4b)`. -/
theorem energy_gap {a b c r x y : ℝ} (ha : 0 < a) (hb : 0 < b) (hc : 0 < c) (hr : 0 ≤ r)
    (hx : IsMinimizer (meanField a b r) x) (hy : IsMinimizer (projected a b c r) y) :
    projected a b c r x - projected a b c r y = c ^ 2 / (4 * b) := by
  have h1 : 0 ≤ a * r := by positivity
  have h2 : 0 ≤ a * r + c := by positivity
  rw [projection_after_variation hb hx, variation_after_projection hb hy,
    max_eq_left h1, max_eq_left h2]
  ring

end

end SymmetryProjectionKink
```

The added hypothesis $r\ge 0$ selects the mean-field onset and the broken side. For $r\le -c/a$ both minimizers are $x=0$ and the difference is zero. In the proof, the sign hypotheses resolve the two maxima, and `ring` does the subtraction.

For potential energy curves from symmetry-projected Hartree–Fock calculations, this model shows how a jump in the force can come from the order of projection and variation, even when the mean-field energy itself has a continuous slope.

```lean
#print axioms SymmetryProjectionKink.variation_after_projection
#print axioms SymmetryProjectionKink.kink_and_its_removal
#print axioms SymmetryProjectionKink.energy_gap
```

```
'SymmetryProjectionKink.variation_after_projection' depends on axioms: [propext, Classical.choice, Quot.sound]
'SymmetryProjectionKink.kink_and_its_removal' depends on axioms: [propext, Classical.choice, Quot.sound]
'SymmetryProjectionKink.energy_gap' depends on axioms: [propext, Classical.choice, Quot.sound]
```
